# Qubit-wise compatible Pauli words share one local measurement setting, and serving all $4^n$ words takes all $3^n$ settings

## Question

I treat the identity in a Pauli word as "no axis requested at this qubit", not as a fourth thing to measure. A word is then a string in $\{I,X,Y,Z\}^n$, while a measurement setting is a string in $\{X,Y,Z\}^n$, with one axis per qubit. I call two words compatible if at each site their letters agree or at least one of them is $I$.

I believe that a family of words is pairwise compatible exactly when a single setting is compatible with every member, and that measuring all $4^n$ words in this way requires all $3^n$ settings. The arguments seem short, but the first one passes from conditions on pairs to one choice for the whole family. Can both claims be stated rigorously and checked by machine, with the link to the actual Pauli operators made explicit?

## Answer

Your reading of the identity carries over directly: a letter is an optional axis, and a setting is a word in which every site has an axis. Both claims then hold for every $n$, including $n=0$. The counting claim also has a version for groupings: the $4^n$ words can be sorted into $k$ groups of mutually compatible words, some possibly empty, if and only if $k\ge 3^n$.

### From commuting letters to commuting words

Number the sites $i=0,\dots,n-1$. Let $P_i$ be the letter of the word $P$ at site $i$, and let $M_a$ be the $2\times2$ matrix of the letter $a$, with $M_I=1$.

Two letters are compatible exactly when their matrices commute. Equal matrices commute, and the identity commutes with everything. Two different axes give, for example, $M_XM_Y=\mathrm{i}\,M_Z$ but $M_YM_X=-\mathrm{i}\,M_Z$, where the upright $\mathrm{i}$ is the imaginary unit, not a site number. The other pairs behave in the same way: the two orders differ by a sign and the product is not zero, so the matrices don't commute.

The operator $\hat P$ of a word is the tensor product of its letters. With bit strings $s,t,u$ labelling the computational basis, its entries are $\hat P_{s,t}=\prod_i (M_{P_i})_{s_i,t_i}$. Hence

$$
(\hat P\hat Q)_{s,t}=\sum_u\prod_i (M_{P_i})_{s_i,u_i}(M_{Q_i})_{u_i,t_i}
=\prod_i\sum_{v\in\{0,1\}}(M_{P_i})_{s_i,v}(M_{Q_i})_{v,t_i}
=\prod_i (M_{P_i}M_{Q_i})_{s_i,t_i}.
$$

If $P$ and $Q$ are compatible, each factor is unchanged when the two matrices are swapped, so $\hat P\hat Q=\hat Q\hat P$.

The converse fails. For $XX$ and $ZZ$, each site contributes $M_XM_Z=-M_ZM_X$, and the two minus signs cancel. The operators commute although the words are incompatible at both sites.

### From pairs to a common setting

Suppose first that $P$ and $Q$ are both compatible with a setting $B$. At site $i$ the axis $B_i$ is never $I$, so $P_i$ is either $I$ or $B_i$, and the same holds for $Q_i$. Either one of the two letters is $I$ or both equal $B_i$, so $P$ and $Q$ are compatible. It matters here that $B$ has no identity letters: $X$ and $Z$ are both compatible with $I$, but not with each other.

Conversely, let $S$ be a pairwise compatible set of words and fix a site $i$. If some $Q\in S$ has an axis $b$ there, set $B_i=b$. Every $P\in S$ is compatible with $Q$, so $P_i$ is $I$ or $b$. If every member has $I$ at site $i$, set $B_i=X$; any axis would do. The resulting $B$ is compatible with every member of $S$.

### Counting settings and groups

A setting $C$ is itself a word without identities. If it is compatible with a setting $B$, their letters must agree at every site, so $B=C$. The word $C$ can therefore be served only by the setting $C$, and a collection that serves all words must contain all $3^n$ settings.

All $3^n$ settings do suffice. Replace each $I$ in a word $P$ by $X$, and call the result the completion of $P$. It is a setting compatible with $P$.

For groupings, two different words without identities are incompatible and must lie in different groups, so $k\ge3^n$. If $k\ge 3^n$, give each setting its own label and put each word into the group of its completion. Words in the same group share a setting, so they are compatible.

### Two qubits by hand

The words $XI$, $IZ$ and $XZ$ are pairwise compatible. Site 0 asks for $X$ and site 1 for $Z$, so the common setting is $XZ$.

For all 16 two-qubit words, completion produces these nine groups:

| Setting | Words |
|---|---|
| $XX$ | $XX, XI, IX, II$ |
| $XY$ | $XY, IY$ |
| $XZ$ | $XZ, IZ$ |
| $YX$ | $YX, YI$ |
| $ZX$ | $ZX, ZI$ |
| $YY$ | $YY$ |
| $YZ$ | $YZ$ |
| $ZY$ | $ZY$ |
| $ZZ$ | $ZZ$ |

The sizes add up to $4+4\cdot2+4\cdot1=16$. The first word in each row has no identity letter, and these nine words are mutually incompatible, so eight groups can't be enough.

### The Lean file

```lean
import Mathlib

open Matrix

namespace PauliWordSettings

noncomputable section

/-- The three measurement axes of a qubit. -/
inductive Axis
  | X
  | Y
  | Z
  deriving DecidableEq

/-- The three axes form a finite type. -/
instance : Fintype Axis where
  elems := {Axis.X, Axis.Y, Axis.Z}
  complete := fun a => by cases a <;> simp

/-- A Pauli letter: an axis, or `none` for the identity I. -/
abbrev Letter := Option Axis

/-- A Pauli word on `n` qubits. -/
abbrev Word (n : ℕ) := Fin n → Letter

/-- A measurement setting: one axis for each qubit. -/
abbrev Setting (n : ℕ) := Fin n → Axis

/-- Two letters are compatible if they agree or one of them is the identity. -/
def LetterCompatible (a b : Letter) : Prop := a = b ∨ a = none ∨ b = none

/-- Two words are compatible if their letters are compatible at each site. -/
def Compatible {n : ℕ} (P Q : Word n) : Prop := ∀ i, LetterCompatible (P i) (Q i)

/-- A setting read as a Pauli word without identity letters. -/
def settingWord {n : ℕ} (B : Setting n) : Word n := fun i => some (B i)

/-- The setting obtained from a word by replacing each identity letter by X. -/
def completion {n : ℕ} (P : Word n) : Setting n := fun i => (P i).getD Axis.X

/-- The 2 × 2 matrix of a Pauli letter. -/
def letterMatrix : Letter → Matrix (Fin 2) (Fin 2) ℂ
  | none => 1
  | some Axis.X => !![0, 1; 1, 0]
  | some Axis.Y => !![0, -Complex.I; Complex.I, 0]
  | some Axis.Z => !![1, 0; 0, -1]

/-- The operator of a Pauli word in the computational basis: the tensor product of its letters. -/
def pauliOp {n : ℕ} (P : Word n) : Matrix (Fin n → Fin 2) (Fin n → Fin 2) ℂ :=
  Matrix.of fun s t => ∏ i, letterMatrix (P i) (s i) (t i)

/-- Two Pauli letters are compatible exactly when their matrices commute. -/
theorem letterCompatible_iff_commute (a b : Letter) :
    LetterCompatible a b ↔
      letterMatrix a * letterMatrix b = letterMatrix b * letterMatrix a := by
  constructor
  · rintro (h | h | h) <;> simp [h, letterMatrix]
  · intro h
    -- the first row of the products already tells distinct axes apart
    have h0 := congrFun (congrFun h 0) 0
    have h1 := congrFun (congrFun h 0) 1
    clear h
    revert h0 h1
    rcases a with _ | (_ | _ | _) <;> rcases b with _ | (_ | _ | _) <;>
      norm_num [LetterCompatible, letterMatrix, Matrix.mul_apply, Fin.sum_univ_two,
        Complex.ext_iff]

/-- The product of two Pauli strings is formed site by site. -/
theorem pauliOp_mul_apply {n : ℕ} (P Q : Word n) (s t : Fin n → Fin 2) :
    (pauliOp P * pauliOp Q) s t =
      ∏ i, (letterMatrix (P i) * letterMatrix (Q i)) (s i) (t i) := by
  simp only [Matrix.mul_apply, pauliOp, Matrix.of_apply, ← Finset.prod_mul_distrib]
  rw [Finset.prod_univ_sum, Fintype.piFinset_univ]

/-- The operators of compatible Pauli words commute. -/
theorem Compatible.commute {n : ℕ} {P Q : Word n} (h : Compatible P Q) :
    pauliOp P * pauliOp Q = pauliOp Q * pauliOp P := by
  ext s t
  rw [pauliOp_mul_apply, pauliOp_mul_apply]
  refine Finset.prod_congr rfl fun i _ => ?_
  rw [(letterCompatible_iff_commute _ _).1 (h i)]

/-- The two-qubit operators XX and ZZ commute, but the words are not compatible. -/
theorem XX_ZZ_commute_not_compatible :
    pauliOp (fun _ : Fin 2 => some Axis.X) * pauliOp (fun _ : Fin 2 => some Axis.Z) =
        pauliOp (fun _ : Fin 2 => some Axis.Z) * pauliOp (fun _ : Fin 2 => some Axis.X) ∧
      ¬ Compatible (fun _ : Fin 2 => some Axis.X) (fun _ : Fin 2 => some Axis.Z) := by
  -- X and Z anticommute on each site, and the two signs cancel
  have h : ∀ s t, (letterMatrix (some Axis.X) * letterMatrix (some Axis.Z)) s t =
      -((letterMatrix (some Axis.Z) * letterMatrix (some Axis.X)) s t) := by
    intro s t
    fin_cases s <;> fin_cases t <;>
      simp [letterMatrix, Matrix.mul_apply, Fin.sum_univ_two]
  constructor
  · ext s t
    rw [pauliOp_mul_apply, pauliOp_mul_apply]
    simp only [Fin.prod_univ_two, h]
    ring
  · intro hc
    rcases hc 0 with h | h | h <;> simp at h

/-- Two words compatible with the same setting are compatible with each other. -/
theorem compatible_of_common_setting {n : ℕ} {P Q : Word n} {B : Setting n}
    (hP : Compatible P (settingWord B)) (hQ : Compatible Q (settingWord B)) :
    Compatible P Q := by
  intro i
  rcases hP i with h | h | h
  · rcases hQ i with k | k | k
    · exact Or.inl (h.trans k.symm)
    · exact Or.inr (Or.inr k)
    · exact absurd k (by simp [settingWord])
  · exact Or.inr (Or.inl h)
  · exact absurd h (by simp [settingWord])

/-- A set of Pauli words is pairwise compatible if and only if a single measurement setting
is compatible with all its members. -/
theorem pairwise_compatible_iff_exists_setting {n : ℕ} (S : Set (Word n)) :
    (∀ P ∈ S, ∀ Q ∈ S, Compatible P Q) ↔
      ∃ B : Setting n, ∀ P ∈ S, Compatible P (settingWord B) := by
  constructor
  · intro hS
    -- at each site, all non-identity letters in the set are the same axis
    have key : ∀ i, ∃ b : Axis, ∀ P ∈ S, LetterCompatible (P i) (some b) := by
      intro i
      by_cases h : ∃ Q ∈ S, ∃ b, Q i = some b
      · obtain ⟨Q, hQ, b, hb⟩ := h
        refine ⟨b, fun P hP => ?_⟩
        rw [← hb]
        exact hS P hP Q hQ i
      · refine ⟨Axis.X, fun P hP => Or.inr (Or.inl ?_)⟩
        cases hp : P i with
        | none => rfl
        | some b => exact absurd ⟨P, hP, b, hp⟩ h
    choose B hB using key
    exact ⟨B, fun P hP i => hB i P hP⟩
  · rintro ⟨B, hB⟩ P hP Q hQ
    exact compatible_of_common_setting (hB P hP) (hB Q hQ)

/-- Two settings that are compatible as words are equal. -/
theorem setting_eq_of_compatible {n : ℕ} {B C : Setting n}
    (h : Compatible (settingWord B) (settingWord C)) : B = C := by
  funext i
  rcases h i with k | k | k
  · exact Option.some.inj k
  · exact absurd k (by simp [settingWord])
  · exact absurd k (by simp [settingWord])

/-- Every word is compatible with the setting that replaces its identity letters by X. -/
theorem compatible_completion {n : ℕ} (P : Word n) :
    Compatible P (settingWord (completion P)) := by
  intro i
  cases h : P i <;> simp [LetterCompatible, settingWord, completion, h]

/-- The number of settings on `n` qubits is `3 ^ n`. -/
theorem card_setting (n : ℕ) : Fintype.card (Setting n) = 3 ^ n := by
  have hA : Fintype.card Axis = 3 := rfl
  simp [hA]

/-- A collection of settings serves every Pauli word on `n` qubits if and only if it
has `3 ^ n` members. -/
theorem settings_cover_iff {n : ℕ} (T : Finset (Setting n)) :
    (∀ P : Word n, ∃ B ∈ T, Compatible P (settingWord B)) ↔ T.card = 3 ^ n := by
  rw [← card_setting, Finset.card_eq_iff_eq_univ]
  constructor
  · intro h
    refine Finset.eq_univ_iff_forall.2 fun C => ?_
    -- the word of C can only be served by C itself
    obtain ⟨B, hB, hc⟩ := h (settingWord C)
    rw [setting_eq_of_compatible hc]
    exact hB
  · rintro rfl P
    exact ⟨completion P, Finset.mem_univ _, compatible_completion P⟩

/-- All Pauli words on `n` qubits can be sorted into `k` labelled groups of mutually
compatible words (some possibly empty) if and only if `k` is at least `3 ^ n`. -/
theorem grouping_iff (n k : ℕ) :
    (∃ g : Word n → Fin k, ∀ P Q, g P = g Q → Compatible P Q) ↔ 3 ^ n ≤ k := by
  constructor
  · rintro ⟨g, hg⟩
    -- words without identity letters lie in different groups
    have hinj : Function.Injective (fun B : Setting n => g (settingWord B)) :=
      fun B C h => setting_eq_of_compatible (hg _ _ h)
    have hcard := Fintype.card_le_of_injective _ hinj
    rwa [card_setting, Fintype.card_fin] at hcard
  · intro hk
    have hcard : Fintype.card (Setting n) ≤ Fintype.card (Fin k) := by
      rw [card_setting, Fintype.card_fin]
      exact hk
    obtain ⟨e⟩ := Function.Embedding.nonempty_of_card_le hcard
    refine ⟨fun P => e (completion P), fun P Q h => ?_⟩
    have hPQ : completion P = completion Q := e.injective h
    have hP := compatible_completion P
    rw [hPQ] at hP
    exact compatible_of_common_setting hP (compatible_completion Q)

end

end PauliWordSettings
```

```lean
#print axioms PauliWordSettings.XX_ZZ_commute_not_compatible
#print axioms PauliWordSettings.pairwise_compatible_iff_exists_setting
#print axioms PauliWordSettings.settings_cover_iff
#print axioms PauliWordSettings.grouping_iff
```

```
'PauliWordSettings.XX_ZZ_commute_not_compatible' depends on axioms: [propext, Classical.choice, Quot.sound]
'PauliWordSettings.pairwise_compatible_iff_exists_setting' depends on axioms: [propext, Classical.choice, Quot.sound]
'PauliWordSettings.settings_cover_iff' depends on axioms: [propext, Classical.choice, Quot.sound]
'PauliWordSettings.grouping_iff' depends on axioms: [propext, Classical.choice, Quot.sound]
```

### What the theorems say

`Axis` has the three values X, Y and Z. `Letter` is `Option Axis`, where `none` stands for $I$ and `some Axis.X` for $X$. A `Word n` assigns a letter to each site in `Fin n`, and a `Setting n` assigns an axis. Since these are different types, `settingWord` turns a setting into a word when the two have to be compared.

`letterMatrix` fixes the usual matrices, with $Z$ diagonal and $Y$ having $-\mathrm{i}$ in its upper right corner. `pauliOp` is the tensor product, written as a matrix whose rows and columns are labelled by bit strings `Fin n → Fin 2`.

`pairwise_compatible_iff_exists_setting` is your first claim. It is stated for an arbitrary set `S` of words, possibly empty. No finiteness assumption appears, and none is missing, because there are only $4^n$ words for a given $n$. The left side also compares each word with itself, which is harmless because every word is compatible with itself.

`settings_cover_iff` is the second claim. A finite set `T` of settings contains a compatible setting for every word if and only if `T` has $3^n$ elements, which means that it contains every setting.

`grouping_iff` describes a grouping as a function `g` from words to `k` labels, where words with equal labels must be compatible. Some groups may be empty, and no setting is mentioned, so the bound holds for any sorting rule.

The physics enters through commutation: `letterCompatible_iff_commute` for single letters and `Compatible.commute` for words. States, outcomes and shot noise are not modelled. The physical reading of "served" is that, once each qubit has been measured along its axis in $B$, the value of a compatible word is the product of the outcomes, each recorded as $+1$ or $-1$, at its non-identity sites.

The result bears on estimating the energy of a qubit-encoded electronic Hamiltonian, provided that each qubit is read out separately along a Pauli axis: a pairwise compatible set of terms can then share one measurement setting. The $3^n$ count refers to the complete set of words, and a particular Hamiltonian may need far fewer settings. It also refers to compatibility, not to commutation: $XX$ and $ZZ$ can be measured together in the Bell basis, which requires an entangling operation before readout.

### How the proof runs

**Operators.** In `letterCompatible_iff_commute`, the forward direction splits into the three ways of being compatible. For the converse, the proof extracts the first-row entries of the matrix equation and goes through all sixteen pairs of letters. For distinct axes, one of these two entries already gives a contradiction.

`pauliOp_mul_apply` is the displayed calculation above. `Finset.prod_mul_distrib` merges the two products under the sum, and `Finset.prod_univ_sum` exchanges the product over sites with the sum over bit strings. `Compatible.commute` then swaps the matrices site by site. `XX_ZZ_commute_not_compatible` first proves the sign rule for $X$ and $Z$, lets `ring` cancel the two signs, and refutes compatibility at site 0.

**The common setting.** `compatible_of_common_setting` carries out the case analysis at one site; the cases in which a setting would have an identity letter are contradictory. In the main equivalence, the intermediate statement `key` produces a suitable axis at each site. Its `by_cases` asks whether some member of `S` has an axis there, which is the same division as in the argument by hand.

**The counts.** `setting_eq_of_compatible` says that compatible settings are equal, and `compatible_completion` says that replacing $I$ by $X$ works. Together they give `settings_cover_iff`, after `Finset.card_eq_iff_eq_univ` has translated "has $3^n$ elements" into "is the set of all settings".

In `grouping_iff`, the first lemma makes the map from settings to group labels injective, so there are at least as many labels as settings. In the other direction, `Function.Embedding.nonempty_of_card_le` supplies an injective labelling `e` of the settings, and each word receives the label of its completion.

### How `choose` assembles the setting

The step from pairs to the whole family is made in `key`, one site at a time. The tactic `choose` then combines the sites into one setting. The statement `key` has the form

$$
\forall i\;\exists b\;\forall P\in S:\ P_i \text{ is compatible with } b .
$$

This provides an axis at each site, but not yet a setting. The line `choose B hB using key` collects the axes into one function `B : Fin n → Axis`, together with the statement `hB` that `B i` has the required property at every `i`. Such a function is by definition a `Setting n`, so nothing remains to be constructed.

The order of the quantifiers is essential. In `key` the axis $b$ is fixed before $P$ is considered, so it may depend on the site but not on the word. Had the order been $\forall i\;\forall P\in S\;\exists b$, `choose` would return an axis depending on both, and that would not be a common setting. Pairwise compatibility is what allows the stronger order: the axis found in one word $Q$ constrains every other word in $S$ at that site.
